# For positive definite kernels, the Gaussian-process split of total energies is the unique split of least prior cost

## One configuration, two contributions

Take a single atomic configuration with total energy y. Suppose that it is modelled as a two-body part f₁ plus a many-body part f₂, with prior variances k₁ > 0 and k₂ > 0. Only the sum f₁ + f₂ = y is known. Charge each part its square divided by its variance:

f₁²/k₁ + f₂²/k₂.

Substituting f₂ = y − f₁ and setting the derivative to zero gives f₁/k₁ = f₂/k₂. Both parts are therefore the same number a times their own variance, and the constraint fixes a = y/(k₁ + k₂). The cheapest split is

f₁ = k₁ y/(k₁ + k₂),  f₂ = k₂ y/(k₁ + k₂).

With y = −4 eV, k₁ = 3 eV² and k₂ = 1 eV², the parts are −3 eV and −1 eV. If k₁ is lowered to 1 eV², they become −2 eV each, although the total energy is the same. In the limit k₁ → ∞ at fixed k₂, the two-body part takes the whole energy.

## Many configurations and several body orders

Now let y be the vector of total energies of finitely many configurations. Let the index i run over a finite, non-empty set of body orders. Contribution i is a vector fᵢ with one entry per configuration, and its prior covariance is the kernel matrix Kᵢ. A split of y is a family f with ∑ᵢ fᵢ = y, and its cost is

cost(f) = ∑ᵢ fᵢᵀ Kᵢ⁻¹ fᵢ.

For independent Gaussian priors of mean zero, this is twice the negative logarithm of the joint prior density, up to a constant. The cheapest split is thus the most probable one given the totals.

Each Kᵢ is assumed to be symmetric positive definite. Physically, every non-trivial linear combination of the configurations' energies must have non-zero prior variance in each body order. Two configurations that a two-body descriptor can't tell apart violate this for the two-body kernel, because their energy difference then has variance zero.

Write S = ∑ⱼ Kⱼ and a = S⁻¹ y. The claim is that the unique cheapest split is

gᵢ = Kᵢ a = Kᵢ S⁻¹ y,

and that its cost is yᵀ S⁻¹ y. For Gaussian-process potentials built as a sum of body orders, this means that a reported two-body or many-body energy depends on the chosen priors as well as on the data, here in a model with finitely many training energies and fixed kernels.

## Completing the square

The inverses exist. If A is positive definite and A v = 0, then vᵀ A v = 0, so v = 0. The sum S is positive definite too, since vᵀ S v = ∑ᵢ vᵀ Kᵢ v > 0 for v ≠ 0.

The proposed parts add up correctly:

∑ᵢ gᵢ = ∑ᵢ Kᵢ a = S a = y.

For one kernel A and any vector f, expand the quadratic form of the deviation f − A a:

(f − A a)ᵀ A⁻¹ (f − A a) = fᵀ A⁻¹ f − fᵀ a − (A a)ᵀ A⁻¹ f + (A a)ᵀ a.

Because A is symmetric, (A a)ᵀ A⁻¹ f = aᵀ A A⁻¹ f = fᵀ a. Rearranging gives

fᵀ A⁻¹ f = (f − A a)ᵀ A⁻¹ (f − A a) + 2 fᵀ a − (A a)ᵀ a.

Apply this to every Kᵢ with the same vector a, and sum over i. Both ∑ᵢ fᵢ and ∑ᵢ gᵢ equal y, so the last two terms become 2 yᵀ a − yᵀ a = yᵀ a. Hence

cost(f) = yᵀ S⁻¹ y + cost(f − g).

It remains to see that the last term is positive unless f = g. For v ≠ 0 put w = A⁻¹ v, which is non-zero. Then vᵀ A⁻¹ v = wᵀ A w > 0. If f ≠ g, at least one fᵢ − gᵢ is non-zero and contributes a positive amount, while no other term is negative. Every other split therefore costs strictly more than g.

## How the prior scales enter

Suppose first that all kernels have the same shape, Kᵢ = sᵢ C, with scales sᵢ > 0 and C positive definite. Then S = (∑ⱼ sⱼ) C, and

gᵢ = sᵢ C (∑ⱼ sⱼ)⁻¹ C⁻¹ y = (sᵢ / ∑ⱼ sⱼ) y.

Each body order receives a fixed fraction of every total energy, and the scales alone set that fraction.

For two kernels of different shape, the partition depends on the full matrices, but a change of scale still shows. Replace K₁ by s K₁ or by t K₁, with s and t positive and different, and let

a = (s K₁ + K₂)⁻¹ y,  b = (t K₁ + K₂)⁻¹ y.

If the many-body energies K₂ a and K₂ b were equal, then a = b, because K₂ is invertible. Subtracting the equations s K₁ a + K₂ a = y and t K₁ a + K₂ a = y would give (s − t) K₁ a = 0. Then K₁ a = 0, so a = 0 and y = 0. For y ≠ 0 the many-body energy vectors must therefore differ, though single entries may still agree. A common factor on both kernels, by contrast, cancels in gᵢ.

## The statements in Lean

The type `ι` labels the body orders and `n` labels the configurations. A vector of energies is a function `n → ℝ`, and a family of contributions is a function `ι → n → ℝ`. The operation `*ᵥ` applies a matrix to a vector, and `⬝ᵥ` is the dot product. Over the reals, `PosDef` includes symmetry.

The definition `splitCost` is the cost above, without a factor 1/2, and `gpSplit` is the formula for gᵢ. Nothing about optimality is built into either definition.

The general theorem, `gpSplit_unique_minimiser`, says three things for a non-empty family of positive definite kernels: the parts `gpSplit K y i` sum to `y`, their cost is yᵀ S⁻¹ y, and any other family with sum `y` has a strictly larger cost. The theorem `two_body_many_body_split` writes out the case of two kernels, with `g₁` and `g₂` as names for the two optimal parts; it gives the sum and the strict inequality, but not the value of the minimum.

Two further theorems concern the scales. `common_kernel_split` states the result for a shared kernel as (∑ⱼ sⱼ) gᵢ = sᵢ y, which avoids a division. `scale_changes_split` says that two different positive scales of `K₁` give different many-body energies when `y` is non-zero. Lean counts the entries of `![s • K₁, K₂]` from zero, so the many-body part has index `1` there.

The kernels are given matrices. How they are built from atomic positions, how their scales are fitted and what the potential predicts for new configurations lie beyond these statements. The totals are reproduced without residual. Independent noise of variance σ² > 0 can be treated as one more contribution with kernel σ² I, where I is the identity matrix; the physical parts then sum to y minus the inferred noise.

## The complete file

```lean
import Mathlib

open Matrix

namespace GaussianProcessEnergySplit

variable {ι n : Type*} [Fintype ι] [Fintype n] [DecidableEq n]

/-- The cost of a family of energy contributions `f i`, each weighted by the inverse of its
own kernel matrix: the sum of `f iᵀ (K i)⁻¹ f i`. Its domain is invertible kernel matrices. -/
noncomputable def splitCost (K : ι → Matrix n n ℝ) (f : ι → n → ℝ) : ℝ :=
  ∑ i, f i ⬝ᵥ (K i)⁻¹ *ᵥ f i

/-- The Gaussian-process partition of the total energies `y`: contribution `i` is
`K i (∑ j, K j)⁻¹ y`. Its domain is kernels whose sum is invertible. -/
noncomputable def gpSplit (K : ι → Matrix n n ℝ) (y : n → ℝ) (i : ι) : n → ℝ :=
  K i *ᵥ ((∑ j, K j)⁻¹ *ᵥ y)

/-- A positive definite kernel matrix and its inverse undo each other on every vector. -/
theorem kernel_solve {A : Matrix n n ℝ} (hA : A.PosDef) (v : n → ℝ) :
    A *ᵥ (A⁻¹ *ᵥ v) = v ∧ A⁻¹ *ᵥ (A *ᵥ v) = v := by
  have hdet : IsUnit A.det := hA.det_pos.ne'.isUnit
  constructor
  · rw [Matrix.mulVec_mulVec, Matrix.mul_nonsing_inv _ hdet, Matrix.one_mulVec]
  · rw [Matrix.mulVec_mulVec, Matrix.nonsing_inv_mul _ hdet, Matrix.one_mulVec]

/-- Completing the square for one positive definite kernel, around the energies `A a`
generated by a coefficient vector `a`. -/
theorem kernel_square {A : Matrix n n ℝ} (hA : A.PosDef) (f a : n → ℝ) :
    f ⬝ᵥ A⁻¹ *ᵥ f =
      (f - A *ᵥ a) ⬝ᵥ A⁻¹ *ᵥ (f - A *ᵥ a) + 2 * (f ⬝ᵥ a) - (A *ᵥ a) ⬝ᵥ a := by
  have hT : Aᵀ = A := by
    have h := hA.isHermitian.eq
    rwa [Matrix.conjTranspose_eq_transpose_of_trivial] at h
  -- symmetry of the kernel makes the two cross terms equal
  have hcross : (A *ᵥ a) ⬝ᵥ (A⁻¹ *ᵥ f) = f ⬝ᵥ a := by
    rw [dotProduct_comm, Matrix.dotProduct_mulVec, ← Matrix.mulVec_transpose, hT,
      (kernel_solve hA f).1]
  rw [Matrix.mulVec_sub, (kernel_solve hA a).2, sub_dotProduct, dotProduct_sub,
    dotProduct_sub, hcross]
  ring

/-- For positive definite kernels, at least one in number, the contributions of the
Gaussian-process partition add up to the total energies. -/
theorem gpSplit_sum [Nonempty ι] {K : ι → Matrix n n ℝ} (hK : ∀ i, (K i).PosDef)
    (y : n → ℝ) : ∑ i, gpSplit K y i = y := by
  have hsum : (∑ j, K j).PosDef :=
    Finset.sum_induction_nonempty K Matrix.PosDef (fun _ _ ha hb => ha.add hb)
      Finset.univ_nonempty (fun i _ => hK i)
  have hlin : ∀ a : n → ℝ, ∑ j, K j *ᵥ a = (∑ j, K j) *ᵥ a := by
    intro a
    ext x
    simp only [Matrix.mulVec, dotProduct, Finset.sum_apply, Matrix.sum_apply, Finset.sum_mul]
    exact Finset.sum_comm
  exact (hlin _).trans (kernel_solve hsum y).1

/-- For positive definite kernels, the cost of any split of `y` is `yᵀ (∑ j, K j)⁻¹ y` plus
the cost of its deviation from the Gaussian-process partition. -/
theorem splitCost_eq [Nonempty ι] {K : ι → Matrix n n ℝ} (hK : ∀ i, (K i).PosDef)
    {y : n → ℝ} {f : ι → n → ℝ} (hf : ∑ i, f i = y) :
    splitCost K f = y ⬝ᵥ (∑ j, K j)⁻¹ *ᵥ y + splitCost K (f - gpSplit K y) := by
  have hd : ∀ (g : ι → n → ℝ) (a : n → ℝ), ∑ i, g i ⬝ᵥ a = (∑ i, g i) ⬝ᵥ a := by
    intro g a
    simp only [dotProduct, Finset.sum_apply, Finset.sum_mul]
    exact Finset.sum_comm
  -- complete the square in every kernel with the same coefficient vector
  have key : splitCost K f = ∑ i, ((f i - gpSplit K y i) ⬝ᵥ (K i)⁻¹ *ᵥ (f i - gpSplit K y i)
      + 2 * (f i ⬝ᵥ ((∑ j, K j)⁻¹ *ᵥ y)) - gpSplit K y i ⬝ᵥ ((∑ j, K j)⁻¹ *ᵥ y)) :=
    Finset.sum_congr rfl fun i _ => kernel_square (hK i) (f i) _
  have hdev : splitCost K (f - gpSplit K y) =
      ∑ i, (f i - gpSplit K y i) ⬝ᵥ (K i)⁻¹ *ᵥ (f i - gpSplit K y i) := rfl
  rw [key, Finset.sum_sub_distrib, Finset.sum_add_distrib, ← Finset.mul_sum, hd f,
    hd (gpSplit K y), hf, gpSplit_sum hK y, hdev]
  ring

/-- For positive definite kernels, a family of contributions that is not identically zero
has positive cost. -/
theorem splitCost_pos {K : ι → Matrix n n ℝ} (hK : ∀ i, (K i).PosDef)
    {f : ι → n → ℝ} (hf : f ≠ 0) : 0 < splitCost K f := by
  have hpos : ∀ i, f i ≠ 0 → 0 < f i ⬝ᵥ (K i)⁻¹ *ᵥ f i := by
    intro i hi
    have h := (hK i).inv.dotProduct_mulVec_pos hi
    rwa [star_trivial] at h
  obtain ⟨i, hi⟩ := Function.ne_iff.mp hf
  refine Finset.sum_pos' (fun j _ => ?_) ⟨i, Finset.mem_univ i, hpos i hi⟩
  by_cases hj : f j = 0
  · simp [hj]
  · exact (hpos j hj).le

/-- For one or more positive definite kernels, the Gaussian-process partition is a split of
`y` with cost `yᵀ (∑ j, K j)⁻¹ y`, and every other split of `y` costs strictly more. -/
theorem gpSplit_unique_minimiser [Nonempty ι] {K : ι → Matrix n n ℝ}
    (hK : ∀ i, (K i).PosDef) (y : n → ℝ) :
    ∑ i, gpSplit K y i = y ∧
    splitCost K (gpSplit K y) = y ⬝ᵥ (∑ j, K j)⁻¹ *ᵥ y ∧
    ∀ f : ι → n → ℝ, ∑ i, f i = y → f ≠ gpSplit K y →
      splitCost K (gpSplit K y) < splitCost K f := by
  have hmin : splitCost K (gpSplit K y) = y ⬝ᵥ (∑ j, K j)⁻¹ *ᵥ y := by
    rw [splitCost_eq hK (gpSplit_sum hK y), sub_self]
    simp [splitCost]
  refine ⟨gpSplit_sum hK y, hmin, fun f hf hne => ?_⟩
  -- the deviation from the partition is non-zero, so it costs something
  have hdev := splitCost_pos hK (sub_ne_zero.mpr hne)
  rw [hmin, splitCost_eq hK hf]
  linarith

/-- Two-body and many-body case: for positive definite `K₁` and `K₂`, the energies
`g₁ = K₁ (K₁ + K₂)⁻¹ y` and `g₂ = K₂ (K₁ + K₂)⁻¹ y` add up to `y`, and every other split
of `y` into two parts has a strictly larger cost. -/
theorem two_body_many_body_split {K₁ K₂ : Matrix n n ℝ} (h₁ : K₁.PosDef) (h₂ : K₂.PosDef)
    (y g₁ g₂ : n → ℝ) (hg₁ : g₁ = K₁ *ᵥ ((K₁ + K₂)⁻¹ *ᵥ y))
    (hg₂ : g₂ = K₂ *ᵥ ((K₁ + K₂)⁻¹ *ᵥ y)) :
    g₁ + g₂ = y ∧ ∀ f₁ f₂ : n → ℝ, f₁ + f₂ = y → (f₁, f₂) ≠ (g₁, g₂) →
      g₁ ⬝ᵥ K₁⁻¹ *ᵥ g₁ + g₂ ⬝ᵥ K₂⁻¹ *ᵥ g₂ < f₁ ⬝ᵥ K₁⁻¹ *ᵥ f₁ + f₂ ⬝ᵥ K₂⁻¹ *ᵥ f₂ := by
  have hK : ∀ i, ((![K₁, K₂] : Fin 2 → Matrix n n ℝ) i).PosDef :=
    Fin.forall_fin_two.mpr ⟨h₁, h₂⟩
  have hg : gpSplit ![K₁, K₂] y = ![g₁, g₂] := by
    funext i
    fin_cases i
    · simp [gpSplit, Fin.sum_univ_two, hg₁]
    · simp [gpSplit, Fin.sum_univ_two, hg₂]
  obtain ⟨hsum, -, hlt⟩ := gpSplit_unique_minimiser hK y
  rw [hg] at hsum hlt
  rw [Fin.sum_univ_two] at hsum
  refine ⟨hsum, fun f₁ f₂ hf hne => ?_⟩
  have h := hlt ![f₁, f₂] (by rw [Fin.sum_univ_two]; exact hf)
    (fun h => hne (Prod.ext (congrFun h 0) (congrFun h 1)))
  simp only [splitCost, Fin.sum_univ_two] at h
  exact h

/-- If all kernels are positive multiples `s i` of one positive definite kernel, each
contribution is the fraction `s i / ∑ j, s j` of the total energies (written without
division). -/
theorem common_kernel_split {C : Matrix n n ℝ} (hC : C.PosDef) {s : ι → ℝ}
    (hs : ∀ i, 0 < s i) (y : n → ℝ) (i : ι) :
    (∑ j, s j) • gpSplit (fun j => s j • C) y i = s i • y := by
  have hS : 0 < ∑ j, s j := Finset.sum_pos (fun j _ => hs j) ⟨i, Finset.mem_univ i⟩
  have hsum : ∑ j, s j • C = (∑ j, s j) • C := Finset.sum_smul.symm
  have hsol := (kernel_solve (hC.smul hS) y).1
  rw [Matrix.smul_mulVec] at hsol
  simp only [gpSplit, hsum]
  rw [Matrix.smul_mulVec, smul_comm, hsol]

/-- For positive definite `K₁` and `K₂` and non-zero total energies, two different positive
prior scales of the two-body kernel `K₁` give different many-body energies. -/
theorem scale_changes_split {K₁ K₂ : Matrix n n ℝ} (h₁ : K₁.PosDef) (h₂ : K₂.PosDef)
    {s t : ℝ} (hs : 0 < s) (ht : 0 < t) (hst : s ≠ t) {y : n → ℝ} (hy : y ≠ 0) :
    gpSplit ![s • K₁, K₂] y 1 ≠ gpSplit ![t • K₁, K₂] y 1 := by
  intro h
  simp only [gpSplit, Fin.sum_univ_two] at h
  change K₂ *ᵥ ((s • K₁ + K₂)⁻¹ *ᵥ y) = K₂ *ᵥ ((t • K₁ + K₂)⁻¹ *ᵥ y) at h
  have ha := (kernel_solve ((h₁.smul hs).add h₂) y).1
  have hb := (kernel_solve ((h₁.smul ht).add h₂) y).1
  -- equal many-body energies force equal coefficient vectors
  have hab := congrArg (fun v => K₂⁻¹ *ᵥ v) h
  simp only [(kernel_solve h₂ _).2] at hab
  rw [← hab] at hb
  generalize (s • K₁ + K₂)⁻¹ *ᵥ y = a at ha hb
  rw [Matrix.add_mulVec, Matrix.smul_mulVec] at ha hb
  have hz : (s - t) • (K₁ *ᵥ a) = 0 := by
    rw [sub_smul, sub_eq_zero]
    exact add_right_cancel (ha.trans hb.symm)
  have hK : K₁ *ᵥ a = 0 := (smul_eq_zero.mp hz).resolve_left (sub_ne_zero.mpr hst)
  have ha0 : a = 0 := by
    rw [← (kernel_solve h₁ a).2, hK, Matrix.mulVec_zero]
  apply hy
  rw [← ha, ha0]
  simp

end GaussianProcessEnergySplit
```

```lean
#print axioms GaussianProcessEnergySplit.gpSplit_unique_minimiser
-- 'GaussianProcessEnergySplit.gpSplit_unique_minimiser' depends on axioms: [propext, Classical.choice, Quot.sound]
#print axioms GaussianProcessEnergySplit.two_body_many_body_split
-- 'GaussianProcessEnergySplit.two_body_many_body_split' depends on axioms: [propext, Classical.choice, Quot.sound]
#print axioms GaussianProcessEnergySplit.common_kernel_split
-- 'GaussianProcessEnergySplit.common_kernel_split' depends on axioms: [propext, Classical.choice, Quot.sound]
#print axioms GaussianProcessEnergySplit.scale_changes_split
-- 'GaussianProcessEnergySplit.scale_changes_split' depends on axioms: [propext, Classical.choice, Quot.sound]
```

## From the algebra to the Lean proof

`kernel_solve` provides the cancellations A A⁻¹ v = v and A⁻¹ A v = v. It obtains invertibility from the positive determinant of a positive definite matrix, whereas the derivation above showed that A v = 0 forces v = 0.

`kernel_square` is the identity for a single matrix. Its step `hT` extracts the symmetry Aᵀ = A, and `hcross` uses it to evaluate the mixed term (A a)ᵀ A⁻¹ f as fᵀ a. After the products have been expanded, `ring` collects the terms.

`gpSplit_sum` proves that the parts add up to y. It first shows that the sum of the kernels is positive definite, by induction over the non-empty family. Then `hlin` moves the sum through the matrix-vector product, and `kernel_solve` gives S S⁻¹ y = y.

`splitCost_eq` is the summed identity cost(f) = yᵀ S⁻¹ y + cost(f − g). The step `key` applies `kernel_square` to each body order with the common vector S⁻¹ y. The helper `hd` turns a sum of dot products into the dot product of a sum, which is where the constraint `hf` and the lemma `gpSplit_sum` come in.

`splitCost_pos` shows that a family that is not identically zero has positive cost. The inverse of each kernel is positive definite by a Mathlib lemma, `Function.ne_iff` picks out a non-zero contribution, and `Finset.sum_pos'` combines one positive term with the non-negative others.

In `gpSplit_unique_minimiser`, setting f = g in the summed identity gives the minimum value `hmin`. For any other split, the deviation is non-zero, so `splitCost_pos` makes its cost positive, and `linarith` concludes the strict inequality. The theorem for two kernels applies this result to the family `![K₁, K₂]` and writes out the sums over `Fin 2`.

The proof of `common_kernel_split` takes the common factor C out of the kernel sum and applies `kernel_solve` to (∑ⱼ sⱼ) C. `scale_changes_split` follows the argument by contradiction: `hab` removes K₂ to equate the two coefficient vectors, `hz` is the equation (s − t) K₁ a = 0, and `ha0` gives a = 0, which contradicts the assumption that y is non-zero.
